# For a real closed-shell determinant in an orthonormal basis, the unsigned Jug bond order between two atoms lies between the Wiberg index W and √(rW), with r the rank of their density block

Two electrons share an orbital between two atoms of different electronegativity. If the density-matrix element connecting the atoms is 1/2, the Wiberg index reports a bond order of 1/4 and the Jug bond order reports 1/2. Both numbers come from the same interatomic block of the density matrix, so how far apart can they be?

Let P be the real, symmetric, spin-summed density matrix in a finite orthonormal basis, with each basis function assigned to an atom. The condition P² = 2P says that every natural orbital (eigenvector of P) is either empty or doubly occupied, as in a closed-shell Hartree–Fock or Kohn–Sham determinant. For atoms A ≠ B, let M = P_AB be the block with rows i on A and columns j on B. Its singular values σ_j are the square roots of the eigenvalues of MᵀM. Define

W = Σ_ij M_ij²,  J = Σ_j σ_j,  r = rank M.

The claim is W ≤ J ≤ √(rW). Every singular value counts positively in J, which is what "unsigned" means in the title. If antibonding contributions are given a negative sign instead, the lower bound can fail: a doubly occupied antibonding orbital (1, −1)/√2 on two atoms has W = 1 but a signed bond order of −1.

## Bounding the singular values by one

The diagonal elements of MᵀM are the sums of squares down the columns of M, so

W = tr(MᵀM) = Σ_j σ_j².

Take any vector v on the functions of B and extend it by zero to a vector x on the whole molecule. The matrix R = P − 1 is symmetric, and

R² = P² − 2P + 1 = 1.

Hence |Rx|² = xᵀR²x = |x|² = |v|². For i on A we have x_i = 0, because A ≠ B, so (Rx)_i = (Px)_i = (Mv)_i. Keeping only the components on A gives

|Mv|² = Σ_{i on A} (Rx)_i² ≤ |Rx|² = |v|².

If v is a unit eigenvector of MᵀM belonging to σ_j², then |Mv|² = vᵀMᵀMv = σ_j². Therefore 0 ≤ σ_j ≤ 1, so σ_j² ≤ σ_j, and summing over j gives W ≤ J.

For the upper bound, rank M = rank MᵀM, which is the number of nonzero σ_j. Cauchy–Schwarz over those r values gives

J² = (Σ_{σ_j≠0} 1·σ_j)² ≤ r Σ_j σ_j² = rW.

The difference J − W = Σ_j σ_j(1 − σ_j) has no negative terms, so it vanishes exactly when every σ_j is 0 or 1. If r ≤ 1, at most one singular value is nonzero and J = √W.

The lower bound can fail when A = B. One doubly occupied function on a single atom has P = (2), which satisfies P² = 2P, but W = 4 and J = 2.

In a calculation with atomic-orbital density D and overlap matrix S, Löwdin orthogonalisation gives P = S^{1/2} D S^{1/2}, and DSD = 2D becomes P² = 2P. One cuts out the rows of A and the columns of B and computes the singular values; their sum is J and the sum of their squares is W. If two carbon atoms carry only four valence functions each, then r ≤ 4 and J ≤ 2√W; a larger basis allows a larger r.

## The block and its two indices in Lean

The finite type `n` labels the basis functions and `α` labels the atoms. The types `m` and `k` label the rows and columns of a general block.

```lean
import Mathlib

open Matrix

namespace JugBondOrder

noncomputable section

variable {m k n α : Type*} [Fintype m] [Fintype k] [Fintype n]
```

The map `atom` assigns functions to atoms, and `block P atom A B` is P_AB. Orthonormality is carried by the reading of P: the theorems receive only a matrix, and the Löwdin step that supplies it from a real calculation lies outside their hypotheses.

```lean
/-- The block `P_AB` of a density matrix, with rows on atom `A` and columns on atom `B`;
`atom` assigns each basis function to its atom. -/
def block (P : Matrix n n ℝ) (atom : n → α) (A B : α) :
    Matrix {i // atom i = A} {j // atom j = B} ℝ :=
  P.submatrix Subtype.val Subtype.val
```

The Wiberg index is defined for any real rectangular matrix.

```lean
/-- The Wiberg index of an interatomic block: the sum of its squared entries. -/
def wiberg (M : Matrix m k ℝ) : ℝ := ∑ i, ∑ j, M i j ^ 2
```

For real matrices `Mᴴ` is the transpose. There is one singular value per column, so the list may contain more zeros than the usual one of length min(m, k). The extra zeros change neither index.

```lean
variable [DecidableEq k]

/-- The singular values of a block `M`: the square roots of the eigenvalues of `Mᴴ M`. -/
def singularValue (M : Matrix m k ℝ) (j : k) : ℝ :=
  √((posSemidef_conjTranspose_mul_self M).1.eigenvalues j)

/-- The Jug bond order of an interatomic block: the sum of its singular values. -/
def jug (M : Matrix m k ℝ) : ℝ := ∑ j, singularValue M j
```

## From the trace to unit vectors

Eigenvalues of MᵀM are nonnegative, so squaring the square root recovers them.

```lean
/-- The square of a singular value of `M` is the corresponding eigenvalue of `Mᴴ M`. -/
theorem singularValue_sq (M : Matrix m k ℝ) (j : k) :
    singularValue M j ^ 2 = (posSemidef_conjTranspose_mul_self M).1.eigenvalues j :=
  Real.sq_sqrt ((posSemidef_conjTranspose_mul_self M).eigenvalues_nonneg j)
```

Next, the trace of MᵀM is evaluated twice, as the sum of squared entries and as the sum of eigenvalues.

```lean
/-- The Wiberg index is the sum of the squared singular values of the block. -/
theorem wiberg_eq_sum_sq (M : Matrix m k ℝ) :
    wiberg M = ∑ j, singularValue M j ^ 2 := by
  have h := (posSemidef_conjTranspose_mul_self M).1.trace_eq_sum_eigenvalues
  have ht : (Mᴴ * M).trace = wiberg M := by
    rw [wiberg, Finset.sum_comm]
    simp [Matrix.trace, Matrix.mul_apply, sq]
  rw [← ht, h]
  exact Finset.sum_congr rfl fun j _ => by rw [singularValue_sq]; rfl
```

The unit vector in the following lemma is the normalised eigenvector. The `calc` block moves M across the dot product and applies the eigenvalue equation.

```lean
/-- Each singular value of a block is the length of the image of some unit vector. -/
theorem exists_unit_vector (M : Matrix m k ℝ) (j : k) :
    ∃ v : k → ℝ, ∑ i, v i ^ 2 = 1 ∧ ∑ i, (M *ᵥ v) i ^ 2 = singularValue M j ^ 2 := by
  have hA := (posSemidef_conjTranspose_mul_self M).1
  have hn : ∑ i, (hA.eigenvectorBasis j).ofLp i ^ 2 = 1 := by
    have h := EuclideanSpace.norm_sq_eq (hA.eigenvectorBasis j)
    rw [hA.eigenvectorBasis.orthonormal.1 j] at h
    simpa [Real.norm_eq_abs, sq_abs] using h.symm
  obtain ⟨v, hv, hn⟩ : ∃ v : k → ℝ,
      (Mᴴ * M) *ᵥ v = hA.eigenvalues j • v ∧ ∑ i, v i ^ 2 = 1 :=
    ⟨_, hA.mulVec_eigenvectorBasis j, hn⟩
  have hvv : v ⬝ᵥ v = 1 := by
    rw [← hn]
    simp only [dotProduct, sq]
  refine ⟨v, hn, ?_⟩
  rw [singularValue_sq]
  calc ∑ i, (M *ᵥ v) i ^ 2 = (M *ᵥ v) ⬝ᵥ (M *ᵥ v) := by simp only [dotProduct, sq]
    _ = ((Mᴴ * M) *ᵥ v) ⬝ᵥ v := by
      rw [dotProduct_mulVec, ← mulVec_transpose, mulVec_mulVec,
        conjTranspose_eq_transpose_of_trivial]
    _ = hA.eigenvalues j := by rw [hv, smul_dotProduct, hvv, smul_eq_mul, mul_one]
```

## The reflection P − 1

Here `x` is the extension of `v` by zero, and `hx` reduces sums against it to sums over B. The identity `hyy` states |Px|² = 2(Px)·x, which is where symmetry and P² = 2P enter. It makes the cross terms in |Px − x|² cancel, giving `hr`. The final `calc` restricts the sum to A, where `hAB` makes `x i` zero.

```lean
/-- For symmetric `P` with `P² = 2P` and distinct atoms, the block `P_AB` never lengthens
a vector. -/
theorem block_contraction [DecidableEq α] {P : Matrix n n ℝ} (hS : Pᵀ = P)
    (hP : P * P = (2 : ℝ) • P) (atom : n → α) {A B : α} (hAB : A ≠ B)
    (v : {j // atom j = B} → ℝ) :
    ∑ i, (block P atom A B *ᵥ v) i ^ 2 ≤ ∑ j, v j ^ 2 := by
  -- extend `v` by zero to the whole molecule
  let x : n → ℝ := fun j => if h : atom j = B then v ⟨j, h⟩ else 0
  have hx : ∀ f : n → ℝ, ∑ j, f j * x j = ∑ j : {j // atom j = B}, f j * v j := by
    intro f
    rw [← Fintype.sum_subtype_add_sum_subtype (fun j => atom j = B)]
    have h1 : ∑ j : {j // ¬ atom j = B}, f j * x j = 0 :=
      Finset.sum_eq_zero fun j _ => by simp [x, j.2]
    rw [h1, add_zero]
    exact Finset.sum_congr rfl fun j _ => by simp [x, j.2]
  have hxx : ∑ j, x j ^ 2 = ∑ j, v j ^ 2 := by
    simp only [sq]
    rw [hx x]
    exact Finset.sum_congr rfl fun j _ => by simp [x, j.2]
  have h2 : ((2 : ℝ) • P) *ᵥ x = (2 : ℝ) • (P *ᵥ x) := by
    ext i
    simp [Matrix.mulVec, dotProduct, Finset.mul_sum, mul_assoc]
  have hyy : (P *ᵥ x) ⬝ᵥ (P *ᵥ x) = 2 * ((P *ᵥ x) ⬝ᵥ x) := by
    rw [dotProduct_mulVec, ← mulVec_transpose, hS, mulVec_mulVec, hP, h2,
      smul_dotProduct, smul_eq_mul]
  -- `P - 1` is a reflection and preserves length
  have hr : ∑ i, ((P *ᵥ x) i - x i) ^ 2 = ∑ i, x i ^ 2 := by
    have e : ∑ i, ((P *ᵥ x) i - x i) ^ 2
        = (P *ᵥ x) ⬝ᵥ (P *ᵥ x) - 2 * ((P *ᵥ x) ⬝ᵥ x) + ∑ i, x i ^ 2 := by
      simp only [dotProduct, Finset.mul_sum, ← Finset.sum_sub_distrib,
        ← Finset.sum_add_distrib]
      exact Finset.sum_congr rfl fun i _ => by ring
    rw [e, hyy]
    ring
  calc ∑ i, (block P atom A B *ᵥ v) i ^ 2
      = ∑ i : {i // atom i = A}, ((P *ᵥ x) i - x i) ^ 2 := by
        refine Finset.sum_congr rfl fun i _ => ?_
        have h0 : x i = 0 := by simp [x, i.2, hAB]
        have h1 : (P *ᵥ x) i = (block P atom A B *ᵥ v) i := hx (P i)
        rw [h0, h1, sub_zero]
    _ ≤ ∑ i, ((P *ᵥ x) i - x i) ^ 2 := by
        rw [← Fintype.sum_subtype_add_sum_subtype (fun i => atom i = A)]
        exact le_add_of_nonneg_right (Finset.sum_nonneg fun _ _ => sq_nonneg _)
    _ = ∑ j, v j ^ 2 := hr.trans hxx
```

Applying this to the unit vector found earlier gives σ_j² ≤ 1, and hence σ_j ≤ 1.

```lean
/-- For symmetric `P` with `P² = 2P` and distinct atoms, every singular value of `P_AB`
is at most one. -/
theorem singularValue_le_one [DecidableEq n] [DecidableEq α] {P : Matrix n n ℝ}
    (hS : Pᵀ = P) (hP : P * P = (2 : ℝ) • P) (atom : n → α) {A B : α} (hAB : A ≠ B)
    (j : {j // atom j = B}) : singularValue (block P atom A B) j ≤ 1 := by
  obtain ⟨v, hv, hM⟩ := exists_unit_vector (block P atom A B) j
  have h := block_contraction hS hP atom hAB v
  rw [hv, hM] at h
  nlinarith
```

## The two inequalities

The upper bound needs no assumption on P and is proved for every block. The set `s` collects the nonzero eigenvalues: its size is the rank, and restricting J to it loses nothing.

```lean
/-- The squared Jug bond order of any block is at most its rank times its Wiberg index. -/
theorem jug_sq_le (M : Matrix m k ℝ) : jug M ^ 2 ≤ M.rank * wiberg M := by
  have hA := (posSemidef_conjTranspose_mul_self M).1
  let s := Finset.univ.filter fun j => hA.eigenvalues j ≠ 0
  have hs : M.rank = s.card := by
    rw [← rank_conjTranspose_mul_self M, hA.rank_eq_card_non_zero_eigs,
      Fintype.card_subtype]
  have hJ : ∑ j ∈ s, singularValue M j = jug M :=
    Finset.sum_filter_of_ne fun j _ hj h0 => hj (by
      have h := singularValue_sq M j
      rw [h0] at h
      exact pow_eq_zero_iff (two_ne_zero) |>.mp h)
  have hW : ∑ j ∈ s, singularValue M j ^ 2 ≤ wiberg M := by
    rw [wiberg_eq_sum_sq]
    exact Finset.sum_le_sum_of_subset_of_nonneg (Finset.subset_univ s)
      fun _ _ _ => sq_nonneg _
  -- Cauchy-Schwarz over the nonzero singular values
  rw [← hJ, hs]
  exact sq_sum_le_card_mul_sum_sq.trans (mul_le_mul_of_nonneg_left hW (Nat.cast_nonneg _))
```

The main theorem joins this bound to the termwise comparison σ_j² ≤ σ_j. Its hypotheses `hS`, `hP` and `hAB` are symmetry, P² = 2P and A ≠ B.

```lean
/-- For symmetric `P` with `P² = 2P` in an orthonormal basis and distinct atoms, the Jug bond
order lies between the Wiberg index `W` and `√(r W)`, where `r` is the rank of `P_AB`. -/
theorem wiberg_le_jug_le [DecidableEq n] [DecidableEq α] {P : Matrix n n ℝ}
    (hS : Pᵀ = P) (hP : P * P = (2 : ℝ) • P) (atom : n → α) {A B : α} (hAB : A ≠ B) :
    wiberg (block P atom A B) ≤ jug (block P atom A B) ∧
    jug (block P atom A B) ≤
      √((block P atom A B).rank * wiberg (block P atom A B)) := by
  refine ⟨?_, Real.le_sqrt_of_sq_le (jug_sq_le _)⟩
  rw [wiberg_eq_sum_sq, jug]
  refine Finset.sum_le_sum fun j _ => ?_
  have h0 : 0 ≤ singularValue (block P atom A B) j := Real.sqrt_nonneg _
  nlinarith [singularValue_le_one hS hP atom hAB j]
```

## When the indices agree, and a polar bond

Since each σ_j² is at most σ_j, equal sums force equality term by term, and σ_j(σ_j − 1) = 0 leaves only 0 and 1.

```lean
/-- For symmetric `P` with `P² = 2P` and distinct atoms, the Wiberg and Jug indices agree
exactly when every singular value of `P_AB` is zero or one. -/
theorem wiberg_eq_jug_iff [DecidableEq n] [DecidableEq α] {P : Matrix n n ℝ}
    (hS : Pᵀ = P) (hP : P * P = (2 : ℝ) • P) (atom : n → α) {A B : α} (hAB : A ≠ B) :
    wiberg (block P atom A B) = jug (block P atom A B) ↔
      ∀ j, singularValue (block P atom A B) j = 0 ∨
        singularValue (block P atom A B) j = 1 := by
  rw [wiberg_eq_sum_sq, jug, Finset.sum_eq_sum_iff_of_le]
  · refine ⟨fun h j => ?_, fun h j _ => ?_⟩
    · have hj := h j (Finset.mem_univ j)
      have hz : singularValue (block P atom A B) j *
          (singularValue (block P atom A B) j - 1) = 0 := by linear_combination hj
      exact (mul_eq_zero.mp hz).imp_right sub_eq_zero.mp
    · rcases h j with h | h <;> rw [h] <;> norm_num
  · intro j _
    have h0 : 0 ≤ singularValue (block P atom A B) j := Real.sqrt_nonneg _
    nlinarith [singularValue_le_one hS hP atom hAB j]
```

For rank at most one, the Lean proof compares W and J² in both directions. Each σ_j is at most J, so W ≤ J²; the rank bound gives J² ≤ W.

```lean
/-- If a block has rank at most one, its Jug bond order is the square root of its
Wiberg index. -/
theorem jug_eq_sqrt_wiberg (M : Matrix m k ℝ) (hr : M.rank ≤ 1) :
    jug M = √(wiberg M) := by
  have h0 : ∀ j, 0 ≤ singularValue M j := fun j => Real.sqrt_nonneg _
  have hJ : 0 ≤ jug M := Finset.sum_nonneg fun j _ => h0 j
  have hW : 0 ≤ wiberg M := Finset.sum_nonneg fun _ _ => Finset.sum_nonneg fun _ _ => sq_nonneg _
  have hle : wiberg M ≤ jug M ^ 2 := by
    rw [wiberg_eq_sum_sq, sq (jug M)]
    nth_rw 1 [jug]
    rw [Finset.sum_mul]
    refine Finset.sum_le_sum fun j _ => ?_
    rw [sq]
    exact mul_le_mul_of_nonneg_left
      (Finset.single_le_sum (fun i _ => h0 i) (Finset.mem_univ j)) (h0 j)
  have hr' : (M.rank : ℝ) ≤ 1 := by exact_mod_cast hr
  have hge : jug M ^ 2 ≤ wiberg M := (jug_sq_le M).trans (by nlinarith)
  rw [← le_antisymm hge hle, Real.sqrt_sq hJ]
```

The opening example belongs to a family. A doubly occupied normalised orbital c = (cos θ, sin θ) has P = 2ccᵀ, and cᵀc = 1 gives P² = 2P. Its off-diagonal element is P₀₁ = 2 sin θ cos θ = sin 2θ.

```lean
/-- The density matrix of a doubly occupied two-centre orbital `(cos θ, sin θ)`. -/
def polarBond (θ : ℝ) : Matrix (Fin 2) (Fin 2) ℝ :=
  !![2 * Real.cos θ ^ 2, 2 * Real.sin θ * Real.cos θ;
     2 * Real.sin θ * Real.cos θ, 2 * Real.sin θ ^ 2]
```

With `id` as the atom map, each function is its own atom and the block is the single number sin 2θ. Thus W = sin² 2θ and J = |sin 2θ|; θ = π/12 gives the values 1/4 and 1/2. The proof checks P² = 2P entry by entry from sin² θ + cos² θ = 1 and obtains J from the rank-one result.

```lean
/-- The two-centre bond density is symmetric with `P² = 2P`; its Wiberg index is `sin² 2θ`
and its Jug bond order is `|sin 2θ|`. -/
theorem polarBond_witness (θ : ℝ) :
    (polarBond θ)ᵀ = polarBond θ ∧
    polarBond θ * polarBond θ = (2 : ℝ) • polarBond θ ∧
    wiberg (block (polarBond θ) id 0 1) = Real.sin (2 * θ) ^ 2 ∧
    jug (block (polarBond θ) id 0 1) = |Real.sin (2 * θ)| := by
  have hW : wiberg (block (polarBond θ) id 0 1) = Real.sin (2 * θ) ^ 2 := by
    have h0 : (Finset.univ : Finset {i : Fin 2 // id i = 0}) = {⟨0, rfl⟩} := by decide
    have h1 : (Finset.univ : Finset {i : Fin 2 // id i = 1}) = {⟨1, rfl⟩} := by decide
    rw [wiberg, h0, Finset.sum_singleton, h1, Finset.sum_singleton, Real.sin_two_mul]
    rfl
  have hr : (block (polarBond θ) id 0 1).rank ≤ 1 :=
    (rank_le_card_width _).trans (by decide)
  refine ⟨?_, ?_, hW, ?_⟩
  · ext i j
    fin_cases i <;> fin_cases j <;> rfl
  · have h := Real.sin_sq_add_cos_sq θ
    ext i j
    fin_cases i <;> fin_cases j <;>
      simp only [polarBond, Matrix.mul_apply, Fin.sum_univ_two, Matrix.smul_apply,
        smul_eq_mul, Fin.zero_eta, Fin.mk_one, Matrix.of_apply, Matrix.cons_val_zero,
        Matrix.cons_val_one, Matrix.cons_val_fin_one]
    · linear_combination 4 * Real.cos θ ^ 2 * h
    · linear_combination 4 * Real.sin θ * Real.cos θ * h
    · linear_combination 4 * Real.sin θ * Real.cos θ * h
    · linear_combination 4 * Real.sin θ ^ 2 * h
  · rw [jug_eq_sqrt_wiberg _ hr, hW, Real.sqrt_sq_eq_abs]

end

end JugBondOrder
```

```lean
#print axioms JugBondOrder.wiberg_le_jug_le
#print axioms JugBondOrder.wiberg_eq_jug_iff
```

```
'JugBondOrder.wiberg_le_jug_le' depends on axioms: [propext, Classical.choice, Quot.sound]
'JugBondOrder.wiberg_eq_jug_iff' depends on axioms: [propext, Classical.choice, Quot.sound]
```
